# In a reduced two-vector cell a nearest lattice vector lies among five images around the rounded one, and hence among nine

## Reduced cell, fractional coordinates and Gram form

Let $a$ and $b$ be vectors of a real inner-product space, and write $A=\|a\|^2$, $B=\|b\|^2$, $C=\langle a,b\rangle$. The lattice vectors, or images, are $ma+nb$ with integers $m,n$. A point $sa+tb$ has real fractional coordinates $s,t$. The pair is called reduced if
$$\|a\|\le\|b\|,\qquad 2|C|\le A .$$
This is the two-dimensional Minkowski (Lagrange–Gauss) condition. It is equivalent to the non-negativity of
$$P=A-2C,\qquad Q=A+2C,\qquad R=B-A .$$
Since $\|b\mp a\|^2-\|b\|^2=A\mp 2C$, the second inequality says that $b$ cannot be shortened by adding or subtracting $a$: the cell carries no removable shear. The squared distance from the point to an image is
$$D(m,n)=q(s-m,\,t-n),\qquad q(x,y)=Ax^2+2Cxy+By^2 .$$
An image is nearest if no integer pair gives a smaller $D$. Ties can occur, so several images may be nearest.

**Claim.** If $(a,b)$ is reduced and $|s|,|t|\le\frac12$, one of the five vectors $0,\pm a,\pm b$ is nearest. In particular some nearest image has $m,n\in\{-1,0,1\}$.

For a system periodic in two directions only, with a reduced cell and a displacement in the plane of $a$ and $b$, this bounds the minimum-image search for a pair distance. Read with a reduced pair of reciprocal vectors, it bounds the search that folds a wave vector into the first Brillouin zone of a two-dimensional crystal.

## Elimination of rows, columns and diagonals

*Rows $|n|\ge2$.* At the origin $2Cst\le A|s||t|\le A/4$, so
$$D(0,0)\le \tfrac A4+\tfrac A4+\tfrac B4\le\tfrac34B .$$
For a lower bound, expanding the squares verifies the identity
$$q(x,y)=\tfrac12P\left(x-\tfrac y2\right)^2+\tfrac12Q\left(x+\tfrac y2\right)^2+\tfrac14Ry^2+\tfrac34By^2 ,$$
so $q(x,y)\ge\frac34By^2$. For $|n|\ge2$ one has $|t-n|\ge\frac32$, hence $D(m,n)\ge\frac{27}{16}B\ge D(0,0)$ for every $m$.

*Columns $|m|\ge2$ in rows $|n|\le1$.* Put $y=t-n$, so $|y|\le\frac32$ and $|2Cy|\le\frac32A$. For $m\ge2$,
$$D(m,n)-D(1,n)=(m-1)\left[A(m+1-2s)-2Cy\right].$$
Here $m+1-2s\ge2$, so the bracket is at least $2A-\frac32A\ge0$. For $m\le-2$,
$$D(m,n)-D(-1,n)=(-m-1)\left[A(2s-m+1)+2Cy\right],$$
and $2s-m+1\ge2$ gives the same bound. Every image in these rows is therefore matched or beaten by one with $|m|\le1$ in the same row.

*Diagonals.* Let $m,n\in\{1,-1\}$ and set $u=\frac12-ms\ge0$, $v=\frac12-nt\ge0$. With $m^2=n^2=1$,
$$D(m,n)-D(0,0)=A(1-2ms)+B(1-2nt)+2mnC(1-ms-nt)=2(A+mnC)\,u+2(B+mnC)\,v .$$
Both coefficients are non-negative because $|C|\le A/2\le B/2$.

*Conclusion.* Take the best of the five candidates. A far row is no closer than the origin. Any other image is no closer than one of the nine central ones, and each of these is either a candidate or a diagonal, which is no closer than the origin. The best candidate is thus a global minimiser.

*Arbitrary points.* For any real $s,t$, subtracting the lattice vector with the rounded coordinates brings the point into the range $[-\frac12,\frac12]$ and permutes the images. A nearest image then differs from the rounded one by $0$, $\pm a$ or $\pm b$.

## Two small cells and the shortest lattice vectors

Rounding alone is not enough. The cell $a=(2,0)$, $b=(1,2)$ has $A=4$, $B=5$, $C=2$ and is reduced, with $P=0$. At $s=t=\frac25$ the point is $(\frac65,\frac45)$, and $D(0,0)=\frac{52}{25}$ exceeds $D(1,0)=\frac{32}{25}$.

Without the shear bound nine images can fail. The cell $a=(1,0)$, $b=(4,1)$ has $A=1$, $B=17$, $C=4$, so $\|a\|\le\|b\|$ holds but $2|C|=8>A$. The point $b/2=(2,\frac12)$ has $D(2,0)=\frac14$. The image $(m,n)$ sits at $(m+4n,\,n)$, and for $m,n\in\{-1,0,1\}$ its first component is never $2$, so all nine have $D\ge\frac54$. Exchanging the names of the two vectors gives a pair with $2|C|=8\le17$ that violates only the length ordering and fails in the same way.

The same estimates, applied to $q(m,n)=\|ma+nb\|^2$, give a neighbouring result. For $|n|\ge2$ the row bound gives $q\ge3B$. For $|n|=1$ one has $q\ge A(m^2-|m|)+B\ge B$, and for $n=0$, $m\ne0$ one has $q\ge A$. So no pair $(m,n)\ne(0,0)$ gives a vector shorter than $a$, and no pair with $n\neq0$ gives one shorter than $b$. This result and the exchanged cell are argued in prose only and do not appear among the Lean theorems below.

## The objects in Lean

The ambient space `V` is any real inner-product space; neither its dimension nor linear independence of $a$ and $b$ is assumed. Dropping independence gains little, since $AB-C^2\ge\frac34A^2$ for a reduced pair, so that the only dependent case is $a=0$.

```lean
import Mathlib

open scoped InnerProductSpace

namespace NearestImage

noncomputable section

variable {V : Type*} [NormedAddCommGroup V] [InnerProductSpace ℝ V]
```

`IsReduced a b` holds the two inequalities, with `inner ℝ a b` for $C$. The nearest-image theorems take reduction as a hypothesis: nothing here shows that every lattice has a reduced basis or how to find one, and cells with three vectors are not treated.

```lean
/-- A reduced pair of cell vectors: `a` is not longer than `b`, and `2 |⟨a, b⟩| ≤ ‖a‖²`. -/
structure IsReduced (a b : V) : Prop where
  norm_le : ‖a‖ ≤ ‖b‖
  inner_le : 2 * |inner ℝ a b| ≤ ‖a‖ ^ 2
```

`imageDist a b s t m n` is the distance $\sqrt{D(m,n)}$, not its square. The point always lies in the span of $a$ and $b$.

```lean
/-- Distance from the point `s a + t b` to the lattice vector `m a + n b`. -/
def imageDist (a b : V) (s t : ℝ) (m n : ℤ) : ℝ :=
  ‖(s • a + t • b) - ((m : ℝ) • a + (n : ℝ) • b)‖
```

Images are labelled by integer pairs, so the candidates form a finite set of pairs $(m,n)$. The function `plane` serves only the two examples.

```lean
/-- Integer coordinates of the lattice vectors `0`, `± a` and `± b`. -/
def fiveImages : Finset (ℤ × ℤ) := {(0, 0), (1, 0), (-1, 0), (0, 1), (0, -1)}

/-- The vector of the Euclidean plane with Cartesian components `x` and `y`. -/
def plane (x y : ℝ) : EuclideanSpace ℝ (Fin 2) := !₂[x, y]
```

## Gram inequalities and the quadratic form

`IsReduced.gram` returns $P\ge0$, $Q\ge0$, $R\ge0$, which later proofs name `hP`, `hQ`, `hR`. It uses $-|C|\le C\le|C|$ and the squared length ordering.

```lean
/-- For a reduced pair, `‖a‖² - 2⟨a, b⟩`, `‖a‖² + 2⟨a, b⟩` and `‖b‖² - ‖a‖²` are nonnegative. -/
theorem IsReduced.gram {a b : V} (h : IsReduced a b) :
    0 ≤ ‖a‖ ^ 2 - 2 * inner ℝ a b ∧ 0 ≤ ‖a‖ ^ 2 + 2 * inner ℝ a b ∧
      0 ≤ ‖b‖ ^ 2 - ‖a‖ ^ 2 := by
  have h1 := le_abs_self (inner ℝ a b)
  have h2 := neg_abs_le (inner ℝ a b)
  have h3 : ‖a‖ ^ 2 ≤ ‖b‖ ^ 2 := pow_le_pow_left₀ (norm_nonneg _) h.norm_le 2
  have h4 := h.inner_le
  refine ⟨by linarith, by linarith, by linarith⟩
```

`imageDist_sq` is the formula $D(m,n)=q(s-m,t-n)$. The tactic `module` collects the difference into $(s-m)a+(t-n)b$, and `norm_add_sq_real` expands the squared norm.

```lean
/-- The squared distance to an image is the metric quadratic form evaluated on the
fractional displacement `(s - m, t - n)`. -/
theorem imageDist_sq (a b : V) (s t : ℝ) (m n : ℤ) :
    imageDist a b s t m n ^ 2 =
      (s - m) ^ 2 * ‖a‖ ^ 2 + 2 * (s - m) * (t - n) * inner ℝ a b
        + (t - n) ^ 2 * ‖b‖ ^ 2 := by
  have e : (s • a + t • b) - ((m : ℝ) • a + (n : ℝ) • b) = (s - m) • a + (t - n) • b := by
    module
  unfold imageDist
  rw [e, norm_add_sq_real, norm_smul, norm_smul, real_inner_smul_left, real_inner_smul_right,
    mul_pow, mul_pow, Real.norm_eq_abs, Real.norm_eq_abs, sq_abs, sq_abs]
  ring
```

## The three elimination lemmas

Each lemma passes from distances to squared distances with `le_of_pow_le_pow_left₀`, rewrites with `imageDist_sq`, and gives `nlinarith` a list of products of non-negative factors whose combination is the required inequality.

In `far_row`, `hy` is $(t-n)^2\ge\frac94$ and `up` is $D(0,0)\le\frac34B$. The bound on the cross term avoids absolute values: $P(s+t)^2+Q(s-t)^2=2A(s^2+t^2)-8Cst\ge0$ gives $2Cst\le\frac12A(s^2+t^2)\le\frac A4$. The last call receives the first three terms of the identity for $q$, with $x=s-m$ and $y=t-n$, together with $B(y^2-\frac94)\ge0$.

```lean
/-- In a reduced cell with `|s|, |t| ≤ 1/2`, no lattice vector in a row `|n| ≥ 2` is closer
to the point than the origin. -/
theorem far_row {a b : V} (h : IsReduced a b) {s t : ℝ} (hs : |s| ≤ 1 / 2) (ht : |t| ≤ 1 / 2)
    (m n : ℤ) (hn : 2 ≤ |n|) : imageDist a b s t 0 0 ≤ imageDist a b s t m n := by
  obtain ⟨hP, hQ, hR⟩ := h.gram
  obtain ⟨s1, s2⟩ := abs_le.1 hs
  obtain ⟨t1, t2⟩ := abs_le.1 ht
  have hA := sq_nonneg ‖a‖
  have hB := sq_nonneg ‖b‖
  have hs2 : 0 ≤ 1 / 4 - s ^ 2 := by nlinarith
  have ht2 : 0 ≤ 1 / 4 - t ^ 2 := by nlinarith
  have hy : 0 ≤ (t - n) ^ 2 - 9 / 4 := by
    rcases le_abs.1 hn with h2 | h2
    · have h3 : (2 : ℝ) ≤ n := by exact_mod_cast h2
      nlinarith
    · have h3 : (2 : ℝ) ≤ -n := by exact_mod_cast h2
      nlinarith
  -- the origin lies within (3/4) ‖b‖² in squared distance
  have up : s ^ 2 * ‖a‖ ^ 2 + 2 * s * t * inner ℝ a b + t ^ 2 * ‖b‖ ^ 2
      ≤ 3 / 4 * ‖b‖ ^ 2 := by
    nlinarith [mul_nonneg hP (sq_nonneg (s + t)), mul_nonneg hQ (sq_nonneg (s - t)),
      mul_nonneg hA hs2, mul_nonneg hA ht2, mul_nonneg hB ht2]
  refine le_of_pow_le_pow_left₀ (two_ne_zero : (2 : ℕ) ≠ 0) (norm_nonneg _) ?_
  rw [imageDist_sq, imageDist_sq]
  simp only [Int.cast_zero, sub_zero]
  -- the row n lies at squared distance at least (3/4) ‖b‖² (t - n)²
  nlinarith [mul_nonneg hP (sq_nonneg (s - m - (t - n) / 2)),
    mul_nonneg hQ (sq_nonneg (s - m + (t - n) / 2)),
    mul_nonneg hR (sq_nonneg (t - n)), mul_nonneg hB hy]
```

`far_column` produces an integer `m'` with $|m'|\le1$ in the same row and no larger distance. The three cases are $m\ge2$, $m\le-2$ and $|m|\le1$, where $m$ itself serves. In the first two, `K` is the square bracket of the derivation. Its sign for $m\ge2$ comes from $P(\frac32+y)+Q(\frac32-y)=3A-4Cy\ge0$ and $A(m-1-2s)\ge0$; the other case exchanges $P$ and $Q$. The final product, $(m-1)$ or $(-m-1)$ times `K`, is the difference of squared distances.

```lean
/-- In a reduced cell with `|s|, |t| ≤ 1/2`, every lattice vector of a row `|n| ≤ 1` is at
least as far from the point as some vector of the same row with `|m'| ≤ 1`. -/
theorem far_column {a b : V} (h : IsReduced a b) {s t : ℝ} (hs : |s| ≤ 1 / 2)
    (ht : |t| ≤ 1 / 2) (m n : ℤ) (hn : |n| ≤ 1) :
    ∃ m' : ℤ, |m'| ≤ 1 ∧ imageDist a b s t m' n ≤ imageDist a b s t m n := by
  obtain ⟨hP, hQ, -⟩ := h.gram
  obtain ⟨s1, s2⟩ := abs_le.1 hs
  obtain ⟨t1, t2⟩ := abs_le.1 ht
  obtain ⟨n1, n2⟩ := abs_le.1 hn
  have n1' : (-1 : ℝ) ≤ n := by exact_mod_cast n1
  have n2' : (n : ℝ) ≤ 1 := by exact_mod_cast n2
  have y1 : 0 ≤ 3 / 2 + (t - n) := by linarith
  have y2 : 0 ≤ 3 / 2 - (t - n) := by linarith
  have hA := sq_nonneg ‖a‖
  have hm : 2 ≤ m ∨ m ≤ -2 ∨ (-1 ≤ m ∧ m ≤ 1) := by omega
  rcases hm with hm | hm | hm
  · have hm' : (2 : ℝ) ≤ m := by exact_mod_cast hm
    have K : 0 ≤ ‖a‖ ^ 2 * (m + 1 - 2 * s) - 2 * inner ℝ a b * (t - n) := by
      nlinarith [mul_nonneg hP y1, mul_nonneg hQ y2,
        mul_nonneg hA (by linarith : (0 : ℝ) ≤ m - 1 - 2 * s)]
    refine ⟨1, by norm_num, ?_⟩
    refine le_of_pow_le_pow_left₀ (two_ne_zero : (2 : ℕ) ≠ 0) (norm_nonneg _) ?_
    rw [imageDist_sq, imageDist_sq]
    push_cast
    nlinarith [mul_nonneg (by linarith : (0 : ℝ) ≤ m - 1) K]
  · have hm' : (m : ℝ) ≤ -2 := by exact_mod_cast hm
    have K : 0 ≤ ‖a‖ ^ 2 * (2 * s - m + 1) + 2 * inner ℝ a b * (t - n) := by
      nlinarith [mul_nonneg hQ y1, mul_nonneg hP y2,
        mul_nonneg hA (by linarith : (0 : ℝ) ≤ 2 * s - m - 1)]
    refine ⟨-1, by norm_num, ?_⟩
    refine le_of_pow_le_pow_left₀ (two_ne_zero : (2 : ℕ) ≠ 0) (norm_nonneg _) ?_
    rw [imageDist_sq, imageDist_sq]
    push_cast
    nlinarith [mul_nonneg (by linarith : (0 : ℝ) ≤ -m - 1) K]
  · exact ⟨m, abs_le.2 hm, le_rfl⟩
```

`diagonal_image` treats the four sign choices separately. The factors `s1`, `s2`, `t1`, `t2` are the possible values of $u$ and $v$. The coefficients decompose as $2(A+C)=\frac12P+\frac32Q$, $2(A-C)=\frac32P+\frac12Q$ and $2(B\pm C)=2(A\pm C)+2R$, so the difference is a non-negative combination of the listed products.

```lean
/-- In a reduced cell with `|s|, |t| ≤ 1/2`, none of the four diagonal vectors `± a ± b` is
closer to the point than the origin. -/
theorem diagonal_image {a b : V} (h : IsReduced a b) {s t : ℝ} (hs : |s| ≤ 1 / 2)
    (ht : |t| ≤ 1 / 2) {m n : ℤ} (hm : m = 1 ∨ m = -1) (hn : n = 1 ∨ n = -1) :
    imageDist a b s t 0 0 ≤ imageDist a b s t m n := by
  obtain ⟨hP, hQ, hR⟩ := h.gram
  have s1 : 0 ≤ 1 / 2 + s := by linarith [(abs_le.1 hs).1]
  have s2 : 0 ≤ 1 / 2 - s := by linarith [(abs_le.1 hs).2]
  have t1 : 0 ≤ 1 / 2 + t := by linarith [(abs_le.1 ht).1]
  have t2 : 0 ≤ 1 / 2 - t := by linarith [(abs_le.1 ht).2]
  refine le_of_pow_le_pow_left₀ (two_ne_zero : (2 : ℕ) ≠ 0) (norm_nonneg _) ?_
  rw [imageDist_sq, imageDist_sq]
  rcases hm with rfl | rfl <;> rcases hn with rfl | rfl <;> push_cast <;>
    nlinarith [mul_nonneg hP s1, mul_nonneg hP s2, mul_nonneg hP t1, mul_nonneg hP t2,
      mul_nonneg hQ s1, mul_nonneg hQ s2, mul_nonneg hQ t1, mul_nonneg hQ t2,
      mul_nonneg hR t1, mul_nonneg hR t2]
```

## Five images, nine images and rounding

`five_images_suffice` reads: for a reduced pair and $|s|,|t|\le\frac12$ there is a pair `p` in `fiveImages` whose distance is at most that of every integer pair $(m,n)$. The range of $s$ and $t$ is closed, and uniqueness is not claimed. `Finset.exists_min_image` selects the best candidate. The proof then splits on `2 ≤ |n|`, applies `far_row` or `far_column`, and in the second case asks whether `(m', n)` is a candidate. If it is not, `omega` deduces that both entries are $\pm1$, and `diagonal_image` applies.

```lean
/-- In a reduced cell with `|s|, |t| ≤ 1/2`, one of the five vectors `0`, `± a`, `± b` is a
lattice vector nearest to `s a + t b`. -/
theorem five_images_suffice {a b : V} (h : IsReduced a b) {s t : ℝ} (hs : |s| ≤ 1 / 2)
    (ht : |t| ≤ 1 / 2) :
    ∃ p ∈ fiveImages, ∀ m n : ℤ, imageDist a b s t p.1 p.2 ≤ imageDist a b s t m n := by
  have h0 : ((0, 0) : ℤ × ℤ) ∈ fiveImages := by simp [fiveImages]
  -- take the best of the five candidates
  obtain ⟨p, hp, hmin⟩ :=
    Finset.exists_min_image fiveImages (fun p => imageDist a b s t p.1 p.2) ⟨(0, 0), h0⟩
  refine ⟨p, hp, fun m n => ?_⟩
  by_cases hn : 2 ≤ |n|
  · exact (hmin (0, 0) h0).trans (far_row h hs ht m n hn)
  · have hn1 : |n| ≤ 1 := by omega
    obtain ⟨m', hm', hle⟩ := far_column h hs ht m n hn1
    refine le_trans ?_ hle
    by_cases hmem : (m', n) ∈ fiveImages
    · exact hmin (m', n) hmem
    · obtain ⟨m1, m2⟩ := abs_le.1 hm'
      obtain ⟨n1, n2⟩ := abs_le.1 hn1
      simp only [fiveImages, Finset.mem_insert, Finset.mem_singleton, Prod.mk.injEq] at hmem
      exact (hmin (0, 0) h0).trans (diagonal_image h hs ht (by omega) (by omega))
```

The nine-image statement follows because every candidate has both coordinates in $\{-1,0,1\}$. It is the weaker of the two results.

```lean
/-- In a reduced cell with `|s|, |t| ≤ 1/2`, some lattice vector nearest to `s a + t b` has
both integer coordinates in `{-1, 0, 1}`. -/
theorem nine_images_suffice {a b : V} (h : IsReduced a b) {s t : ℝ} (hs : |s| ≤ 1 / 2)
    (ht : |t| ≤ 1 / 2) :
    ∃ m₀ ∈ ({-1, 0, 1} : Finset ℤ), ∃ n₀ ∈ ({-1, 0, 1} : Finset ℤ),
      ∀ m n : ℤ, imageDist a b s t m₀ n₀ ≤ imageDist a b s t m n := by
  obtain ⟨⟨m, n⟩, hp, hmin⟩ := five_images_suffice h hs ht
  simp only [fiveImages, Finset.mem_insert, Finset.mem_singleton, Prod.mk.injEq] at hp
  refine ⟨m, ?_, n, ?_, hmin⟩ <;>
    simp only [Finset.mem_insert, Finset.mem_singleton] <;> omega
```

`minimum_image` removes the restriction on $s$ and $t$. Mathlib's `round` sends half-integers upward, but the proof uses only `abs_sub_round`, the bound $\frac12$ on the rounding error. The identity `shift` is the translation by the rounded lattice vector, and it is applied to the pair `(m - round s)`, `(n - round t)` to reach an arbitrary image.

```lean
/-- In a reduced cell and for arbitrary fractional coordinates, some lattice vector nearest
to `s a + t b` differs from the rounded one `(round s, round t)` by `0`, `± a` or `± b`. -/
theorem minimum_image {a b : V} (h : IsReduced a b) (s t : ℝ) :
    ∃ p ∈ fiveImages, ∀ m n : ℤ,
      imageDist a b s t (round s + p.1) (round t + p.2) ≤ imageDist a b s t m n := by
  -- translation by a lattice vector
  have shift : ∀ m n : ℤ, imageDist a b s t (round s + m) (round t + n)
      = imageDist a b (s - round s) (t - round t) m n := by
    intro m n
    unfold imageDist
    congr 1
    push_cast
    module
  obtain ⟨p, hp, hmin⟩ := five_images_suffice h (abs_sub_round s) (abs_sub_round t)
  refine ⟨p, hp, fun m n => ?_⟩
  have key := hmin (m - round s) (n - round t)
  rw [← shift, ← shift] at key
  simpa using key
```

## The two cells, checked

`reduced_witness` states that $(2,0)$, $(1,2)$ is a reduced pair and that at $s=t=\frac25$ the image $a$ is strictly closer than the origin. The facts `ha`, `hb`, `hc` are $A=4$, $B=5$, $C=2$, and the comparison reduces to $\frac{32}{25}<\frac{52}{25}$.

```lean
/-- The cell `a = (2, 0)`, `b = (1, 2)` is reduced, and at `s = t = 2/5` the vector `a` is
strictly closer to the point than the origin. -/
theorem reduced_witness :
    IsReduced (plane 2 0) (plane 1 2) ∧
      imageDist (plane 2 0) (plane 1 2) (2 / 5) (2 / 5) 1 0
        < imageDist (plane 2 0) (plane 1 2) (2 / 5) (2 / 5) 0 0 := by
  have ha : ‖plane 2 0‖ ^ 2 = 4 := by
    rw [EuclideanSpace.norm_sq_eq]
    simp [plane, Fin.sum_univ_two]
    norm_num
  have hb : ‖plane 1 2‖ ^ 2 = 5 := by
    rw [EuclideanSpace.norm_sq_eq]
    simp [plane, Fin.sum_univ_two]
    norm_num
  have hc : inner ℝ (plane 2 0) (plane 1 2) = 2 := by
    simp [plane, PiLp.inner_apply, Fin.sum_univ_two]
  refine ⟨⟨?_, ?_⟩, ?_⟩
  · refine le_of_pow_le_pow_left₀ (two_ne_zero : (2 : ℕ) ≠ 0) (norm_nonneg _) ?_
    rw [ha, hb]; norm_num
  · rw [ha, hc]; norm_num
  · refine lt_of_pow_lt_pow_left₀ 2 (norm_nonneg _) ?_
    rw [imageDist_sq, imageDist_sq, ha, hb, hc]
    norm_num
```

`nine_images_fail_unreduced` states that for $(1,0)$, $(4,1)$ at $s=0$, $t=\frac12$ the image $2a$ is strictly closer than each of the nine central ones. With $A=1$, $B=17$, $C=4$ inserted, the nine cases are numerical comparisons with $\frac14$. That this pair violates `inner_le` is read off from `ha` and `hc` and is not part of the statement.

```lean
/-- For the sheared cell `a = (1, 0)`, `b = (4, 1)` and the point `b / 2`, the vector `2 a` is
strictly closer than each of the nine vectors with coordinates in `{-1, 0, 1}`. -/
theorem nine_images_fail_unreduced :
    ∀ m ∈ ({-1, 0, 1} : Finset ℤ), ∀ n ∈ ({-1, 0, 1} : Finset ℤ),
      imageDist (plane 1 0) (plane 4 1) 0 (1 / 2) 2 0
        < imageDist (plane 1 0) (plane 4 1) 0 (1 / 2) m n := by
  have ha : ‖plane 1 0‖ ^ 2 = 1 := by
    rw [EuclideanSpace.norm_sq_eq]; simp [plane, Fin.sum_univ_two]
  have hb : ‖plane 4 1‖ ^ 2 = 17 := by
    rw [EuclideanSpace.norm_sq_eq]
    simp [plane, Fin.sum_univ_two]
    norm_num
  have hc : inner ℝ (plane 1 0) (plane 4 1) = 4 := by
    simp [plane, PiLp.inner_apply, Fin.sum_univ_two]
  intro m hm n hn
  simp only [Finset.mem_insert, Finset.mem_singleton] at hm hn
  refine lt_of_pow_lt_pow_left₀ 2 (norm_nonneg _) ?_
  rw [imageDist_sq, imageDist_sq, ha, hb, hc]
  rcases hm with rfl | rfl | rfl <;> rcases hn with rfl | rfl | rfl <;> norm_num

end

end NearestImage
```

```lean
#print axioms NearestImage.five_images_suffice
-- 'NearestImage.five_images_suffice' depends on axioms: [propext, Classical.choice, Quot.sound]
#print axioms NearestImage.nine_images_suffice
-- 'NearestImage.nine_images_suffice' depends on axioms: [propext, Classical.choice, Quot.sound]
#print axioms NearestImage.minimum_image
-- 'NearestImage.minimum_image' depends on axioms: [propext, Classical.choice, Quot.sound]
#print axioms NearestImage.nine_images_fail_unreduced
-- 'NearestImage.nine_images_fail_unreduced' depends on axioms: [propext, Classical.choice, Quot.sound]
```
